# The first two moments of the squared spin from the generating polynomial of UHF pairs

After an unrestricted Hartree-Fock (UHF) calculation with equal numbers of α and β electrons, a usual check is to compare \(\langle \hat S^2\rangle\) with zero, its value for a pure singlet. The expectation value follows from the overlaps of the occupied α and β orbitals. The same overlaps also give \(\langle \hat S^4\rangle\), and hence the variance of \(\hat S^2\), without a projection of the determinant onto each spin.

## From orbital overlaps to a polynomial

Let the occupied orbitals be brought into corresponding form: the α orbitals \(a_i\) are orthonormal, so are the β orbitals \(b_i\), and \(a_i\) is orthogonal to every β orbital except possibly \(b_i\), with which it has the real overlap \(d_i=\langle a_i|b_i\rangle\). Each pair is then a superposition of a singlet and a triplet with \(M=0\), and the triplet has weight
\[
w_i=\frac{1-d_i^2}{2}.
\]

Rotate all spins by an angle \(\theta\) about an axis perpendicular to the quantisation axis, and put \(u=\cos\theta\). The overlap of the determinant with its rotated copy factorises over the pairs. A singlet contributes \(1\) and a triplet with \(M=0\) contributes \(u\), so the overlap is \(\prod_i(1-w_i+w_iu)\). If \(W_S\) is the weight of total spin \(S\) in the determinant, the same overlap is \(\sum_S W_SP_S(u)\), where \(P_S\) is the Legendre polynomial. Hence
\[
\prod_i(1-w_i+w_iu)=\sum_S W_SP_S(u).
\]

The Lean file starts from this polynomial identity. The determinant, the rotation and the formula for \(w_i\) supply its physical meaning and are not formalised.

```lean
import Mathlib

open Polynomial

namespace UHFSpinMoments

noncomputable section
```

The eigenvalue of \(\hat S^2\), in units of \(\hbar^2\), is \(\lambda_S=S(S+1)\). The spin is a natural number, as befits an even number of electrons.

```lean
/-- The eigenvalue `S(S+1)` of the squared total spin. -/
def spinSq (S : ℕ) : ℝ := (S : ℝ) * ((S : ℝ) + 1)
```

The polynomials \(P_S\) are characterised by the Legendre equation and a normalisation:
\[
-\big((1-u^2)P_S'\big)'=\lambda_SP_S,\qquad P_S(1)=1.
\]
In Lean, `ℝ[X]` is the type of real polynomials, `X` stands for \(u\), `C` turns a number into a constant polynomial, and `eval 1` sets \(u=1\), which is zero rotation.

```lean
/-- The Legendre operator `p ↦ -((1 - u²) p')'`. -/
def legendreOp (p : ℝ[X]) : ℝ[X] := -derivative ((1 - X ^ 2) * derivative p)

/-- `p` solves the Legendre equation with eigenvalue `S(S+1)` and equals one at `u = 1`. -/
def IsSpinPolynomial (S : ℕ) (p : ℝ[X]) : Prop :=
  legendreOp p = C (spinSq S) * p ∧ eval 1 p = 1
```

The pairs are the elements of a finite set `s`, and `w` assigns a real number to each. Nothing restricts \(w_i\) to the physical range \(0\le w_i\le\tfrac12\), because the algebra does not need it.

```lean
/-- The generating polynomial `∏ (1 - w_i + w_i u)` of pairs with triplet weights `w_i`. -/
def pairPolynomial {ι : Type*} (s : Finset ι) (w : ι → ℝ) : ℝ[X] :=
  ∏ i ∈ s, (C (1 - w i) + C (w i) * X)
```

The \(n\)-th moment of \(\hat S^2\) is \(\sum_S W_S\lambda_S^n\), taken over a finite set `T` of spins. Thus \(n=1\) gives \(\langle\hat S^2\rangle\) and \(n=2\) gives \(\langle\hat S^4\rangle\).

```lean
/-- The `n`-th moment of the squared spin, `∑ W_S (S(S+1))^n`. -/
def spinMoment (T : Finset ℕ) (W : ℕ → ℝ) (n : ℕ) : ℝ := ∑ S ∈ T, W S * spinSq S ^ n
```

## Slope and curvature of each spin polynomial at zero rotation

Write \(\lambda=\lambda_S\) and \(P=P_S\). Expanding the outer derivative gives
\[
2uP'-(1-u^2)P''=\lambda P.
\]
At \(u=1\) the second-order term drops out, and \(P(1)=1\) leaves \(P'(1)=\lambda/2\). Differentiating once more gives
\[
2P'+4uP''-(1-u^2)P'''=\lambda P'.
\]
At \(u=1\) this becomes \(4P''(1)=(\lambda-2)P'(1)\), so
\[
P''(1)=\frac{\lambda(\lambda-2)}{8}.
\]

```lean
/-- The first two derivatives at `u = 1` of the polynomial for spin `S`. -/
theorem spinPolynomial_derivatives {S : ℕ} {p : ℝ[X]} (hp : IsSpinPolynomial S p) :
    eval 1 (derivative p) = spinSq S / 2 ∧
    eval 1 (derivative (derivative p)) = spinSq S * (spinSq S - 2) / 8 := by
  obtain ⟨h, hv⟩ := hp
  have e : legendreOp p =
      (X + X) * derivative p - (1 - X * X) * derivative (derivative p) := by
    simp only [legendreOp, pow_two, derivative_mul, derivative_sub, derivative_one, derivative_X]
    ring
  rw [e] at h
  -- the equation itself at `u = 1`, where the second-order term drops out
  have h1 := congrArg (eval 1) h
  simp only [eval_sub, eval_mul, eval_add, eval_X, eval_one, eval_C] at h1
  have d1 : eval 1 (derivative p) = spinSq S / 2 := by
    linear_combination (1 / 2) * h1 + (spinSq S / 2) * hv
  -- its derivative at `u = 1`
  have h2 := congrArg (fun q => eval 1 (derivative q)) h
  simp only [derivative_sub, derivative_mul, derivative_add, derivative_X, derivative_one,
    derivative_C, eval_sub, eval_mul, eval_add, eval_X, eval_one, eval_C, eval_zero] at h2
  exact ⟨d1, by linear_combination (1 / 4) * h2 + ((spinSq S - 2) / 4) * d1⟩
```

The proof turns on `congrArg`, which applies one function to both sides of an equality. The hypothesis `h` is an equality between polynomials, not between their values at one point. It may therefore be passed through `fun q => eval 1 (derivative q)`: differentiate first, then set \(u=1\). An equation known only at \(u=1\) would not permit this. The result is an equation between real numbers, and `linear_combination` solves it for the required derivative by checking that the stated multiples of known equations add up to the goal.

## Slope and curvature of the product

Let \(G\) be the generating polynomial of a set of pairs, and add a pair \(a\), so that \(F=(1-w_a+w_au)G\). The product rule at \(u=1\) gives
\[
F(1)=G(1),\qquad F'(1)=w_aG(1)+G'(1),\qquad F''(1)=2w_aG'(1)+G''(1).
\]
Starting from the empty product \(G=1\), induction yields
\[
G(1)=1,\qquad G'(1)=\sum_iw_i,\qquad G''(1)=\Big(\sum_iw_i\Big)^2-\sum_iw_i^2=\sum_{i\ne j}w_iw_j.
\]
The last sum runs over ordered pairs of indices, so each product \(w_iw_j\) occurs twice. Lean writes the condition \(j\ne i\) as `s.erase i`. The proof first converts the double sum to the difference of squares, which is easier to carry through the induction.

```lean
/-- Value and first two derivatives of the generating polynomial at `u = 1`. -/
theorem pairPolynomial_derivatives {ι : Type*} [DecidableEq ι] (s : Finset ι) (w : ι → ℝ) :
    eval 1 (pairPolynomial s w) = 1 ∧
    eval 1 (derivative (pairPolynomial s w)) = ∑ i ∈ s, w i ∧
    eval 1 (derivative (derivative (pairPolynomial s w))) =
      ∑ i ∈ s, ∑ j ∈ s.erase i, w i * w j := by
  have hsum : ∑ i ∈ s, ∑ j ∈ s.erase i, w i * w j = (∑ i ∈ s, w i) ^ 2 - ∑ i ∈ s, w i ^ 2 := by
    rw [pow_two, Finset.sum_mul, ← Finset.sum_sub_distrib]
    refine Finset.sum_congr rfl fun i hi => ?_
    rw [← Finset.mul_sum, ← Finset.add_sum_erase s w hi]
    ring
  rw [hsum]
  clear hsum
  induction s using Finset.induction_on with
  | empty => simp [pairPolynomial]
  | insert a s ha ih =>
    obtain ⟨h0, h1, h2⟩ := ih
    have e : pairPolynomial (insert a s) w =
        (C (1 - w a) + C (w a) * X) * pairPolynomial s w := Finset.prod_insert ha
    rw [e, Finset.sum_insert ha, Finset.sum_insert ha]
    simp only [derivative_mul, derivative_add, derivative_C, derivative_X, derivative_one,
      derivative_zero, eval_add, eval_mul, eval_C, eval_X, eval_one, eval_zero]
    exact ⟨by linear_combination h0, by linear_combination w a * h0 + h1,
      by linear_combination 2 * w a * h1 + h2⟩
```

## Comparing the two expansions

Both sides of the generating identity have the same value and derivatives at \(u=1\):
\[
\sum_SW_S=G(1),\qquad \frac12\sum_SW_S\lambda_S=G'(1),\qquad \frac18\sum_SW_S\lambda_S(\lambda_S-2)=G''(1).
\]
The first two equations give \(\sum_SW_S=1\) and \(\langle\hat S^2\rangle=2\sum_iw_i\). The third gives \(\langle\hat S^4\rangle=8G''(1)+2\langle\hat S^2\rangle\), that is,
\[
\langle\hat S^4\rangle=4\sum_iw_i+8\sum_{i\ne j}w_iw_j.
\]

The theorem takes two hypotheses. `hP` says that \(P_S\) is a spin polynomial for every \(S\) in `T`, and `h` is the generating identity. The proof inserts the derivatives found above and compares the sums term by term.

```lean
/-- If the generating polynomial of the pairs is `∑ W_S P_S`, then `∑ W_S = 1`,
`⟨S²⟩ = 2 ∑ w_i` and `⟨S⁴⟩ = 4 ∑ w_i + 8 ∑_{i ≠ j} w_i w_j`. -/
theorem spin_moments {ι : Type*} [DecidableEq ι] (s : Finset ι) (w : ι → ℝ)
    (T : Finset ℕ) (W : ℕ → ℝ) (P : ℕ → ℝ[X]) (hP : ∀ S ∈ T, IsSpinPolynomial S (P S))
    (h : pairPolynomial s w = ∑ S ∈ T, C (W S) * P S) :
    ∑ S ∈ T, W S = 1 ∧
    spinMoment T W 1 = 2 * ∑ i ∈ s, w i ∧
    spinMoment T W 2 = 4 * ∑ i ∈ s, w i + 8 * ∑ i ∈ s, ∑ j ∈ s.erase i, w i * w j := by
  obtain ⟨h0, h1, h2⟩ := pairPolynomial_derivatives s w
  rw [h] at h0 h1 h2
  rw [← h1, ← h2]
  simp only [spinMoment, derivative_sum, derivative_C_mul, eval_finsetSum, eval_mul, eval_C]
    at h0 ⊢
  refine ⟨(Finset.sum_congr rfl fun S hS => ?_).trans h0, ?_, ?_⟩
  · rw [(hP S hS).2, mul_one]
  · rw [Finset.mul_sum]
    refine Finset.sum_congr rfl fun S hS => ?_
    rw [(spinPolynomial_derivatives (hP S hS)).1]
    ring
  · rw [Finset.mul_sum, Finset.mul_sum, ← Finset.sum_add_distrib]
    refine Finset.sum_congr rfl fun S hS => ?_
    rw [(spinPolynomial_derivatives (hP S hS)).1, (spinPolynomial_derivatives (hP S hS)).2]
    ring
```

With \(w_i=(1-d_i^2)/2\), the first moment is the familiar UHF expression \(\sum_i(1-d_i^2)\) for equal numbers of α and β electrons.

The smallest nontrivial case is a single pair. Since \(P_0=1\) and \(P_1=u\), the weights can be read off as \(W_0=1-w\) and \(W_1=w\). The moments are \(2w\) and \(4w\), as they must be when only \(\lambda_0=0\) and \(\lambda_1=2\) occur. With no pairs at all, \(W_0=1\) and both moments vanish.

## Constructing the spin polynomials

The hypotheses can be met for every choice of pair weights. To show this, the file constructs \(P_S\) in powers of \(v=u-1\), with coefficients \(c_k\) given by
\[
c_0=1,\qquad c_{k+1}=\frac{\lambda_S-\lambda_k}{2(k+1)^2}\,c_k,\qquad \lambda_k=k(k+1).
\]

```lean
/-- Coefficients of the spin-`S` polynomial in powers of `u - 1`. -/
def legendreCoeff (S : ℕ) : ℕ → ℝ
  | 0 => 1
  | k + 1 => (spinSq S - spinSq k) / (2 * ((k : ℝ) + 1) ^ 2) * legendreCoeff S k
```

The factor \(\lambda_S-\lambda_k\) vanishes at \(k=S\), so the series stops at order \(S\).

```lean
/-- The spin-`S` polynomial, written in powers of `u - 1`. -/
def spinPoly (S : ℕ) : ℝ[X] :=
  ∑ k ∈ Finset.range (S + 1), C (legendreCoeff S k) * (X - C 1) ^ k
```

The recursion comes from the action of the Legendre operator \(L\) on a power of \(v\). Since \(1-u^2=-(v^2+2v)\),
\[
L\,v^{n+1}=(n+1)\big(v^{n+2}+2v^{n+1}\big)'=\lambda_{n+1}v^{n+1}+2(n+1)^2v^n.
\]

```lean
/-- The Legendre operator maps `(u-1)^(n+1)` to a combination of itself and `(u-1)^n`. -/
theorem legendreOp_pow (n : ℕ) : legendreOp ((X - C 1) ^ (n + 1)) =
    C (spinSq (n + 1)) * (X - C 1) ^ (n + 1) + C (2 * ((n : ℝ) + 1) ^ 2) * (X - C 1) ^ n := by
  have hd : ∀ m : ℕ, derivative ((X - C 1 : ℝ[X]) ^ (m + 1)) =
      C ((m : ℝ) + 1) * (X - C 1) ^ m := by
    intro m
    rw [derivative_pow_succ, derivative_X_sub_C, mul_one]
  have e : (1 - X ^ 2) * (C ((n : ℝ) + 1) * (X - C 1) ^ n) =
      -(C ((n : ℝ) + 1) * ((X - C 1) ^ (n + 1 + 1) + ((X - C 1) ^ (n + 1)
        + (X - C 1) ^ (n + 1)))) := by
    simp only [C_1]
    ring
  have two : (C (2 : ℝ) : ℝ[X]) = 1 + 1 := by
    rw [← C_1, ← C_add]
    norm_num
  rw [legendreOp, hd, e, derivative_neg, derivative_C_mul, derivative_add, derivative_add,
    hd, hd]
  simp only [spinSq, Nat.cast_add, Nat.cast_one, C_add, C_mul, C_pow, C_1, two]
  ring
```

Let \(p_n=\sum_{k=0}^nc_kv^k\). These partial sums satisfy
\[
Lp_n=\lambda_Sp_n-(\lambda_S-\lambda_n)c_nv^n.
\]
For \(n=0\) both sides are zero. When \(c_{n+1}v^{n+1}\) is added, its contribution \(2(n+1)^2c_{n+1}v^n\) cancels the old boundary term by the recursion, and a new one appears at order \(n+1\). At \(n=S\) the boundary term is zero, so \(p_S\) solves the equation. At \(u=1\) only \(c_0=1\) survives, which gives the normalisation. In the proof, `part` is the formula for the partial sums and `lin` is the linearity of \(L\).

```lean
/-- For every `S` the polynomial `spinPoly S` solves the Legendre equation with eigenvalue
`S(S+1)` and equals one at `u = 1`. -/
theorem spinPoly_isSpinPolynomial (S : ℕ) : IsSpinPolynomial S (spinPoly S) := by
  have lin : ∀ (p q : ℝ[X]) (a : ℝ),
      legendreOp (p + C a * q) = legendreOp p + C a * legendreOp q := by
    intro p q a
    have e : (1 - X ^ 2) * (derivative p + C a * derivative q) =
        (1 - X ^ 2) * derivative p + C a * ((1 - X ^ 2) * derivative q) := by ring
    simp only [legendreOp]
    rw [derivative_add, derivative_C_mul, e, derivative_add, derivative_C_mul]
    ring
  -- partial sums solve the equation up to one boundary term
  have part : ∀ n : ℕ,
      legendreOp (∑ k ∈ Finset.range (n + 1), C (legendreCoeff S k) * (X - C 1) ^ k) =
      C (spinSq S) * (∑ k ∈ Finset.range (n + 1), C (legendreCoeff S k) * (X - C 1) ^ k)
        - C ((spinSq S - spinSq n) * legendreCoeff S n) * (X - C 1) ^ n := by
    intro n
    induction n with
    | zero => simp [legendreOp, legendreCoeff, spinSq]
    | succ n ih =>
      have hn : 2 * ((n : ℝ) + 1) ^ 2 ≠ 0 := by positivity
      have hc : (spinSq S - spinSq n) * legendreCoeff S n =
          legendreCoeff S (n + 1) * (2 * ((n : ℝ) + 1) ^ 2) := by
        simp only [legendreCoeff]
        rw [div_mul_eq_mul_div, div_mul_cancel₀ _ hn]
      rw [Finset.sum_range_succ, lin, ih, legendreOp_pow, hc]
      simp only [C_mul, C_sub]
      ring
  constructor
  · rw [spinPoly, part, sub_self, zero_mul, C_0, zero_mul, sub_zero]
  · simp [spinPoly, eval_finsetSum, Finset.sum_range_succ', legendreCoeff]
```

## Spin weights exist for every set of pairs

For \(k<S\) we have \(\lambda_S-\lambda_k=(S-k)(S+k+1)>0\). No coefficient up to \(c_S\) vanishes, and \(P_S\) has degree exactly \(S\).

```lean
/-- The coefficients of the spin-`S` polynomial in powers of `u - 1` are nonzero up to order `S`. -/
theorem legendreCoeff_ne_zero (S k : ℕ) (hk : k ≤ S) : legendreCoeff S k ≠ 0 := by
  induction k with
  | zero => simp [legendreCoeff]
  | succ k ih =>
    have h1 : (k : ℝ) + 1 ≤ S := by exact_mod_cast hk
    have h0 : (0 : ℝ) ≤ k := Nat.cast_nonneg k
    have h2 : 0 < ((S : ℝ) - k) * (S + k + 1) := mul_pos (by linarith) (by linarith)
    have h3 : spinSq S - spinSq k ≠ 0 := by
      apply ne_of_gt
      unfold spinSq
      nlinarith
    exact mul_ne_zero (div_ne_zero h3 (by positivity)) (ih (by omega))
```

A polynomial \(p\) of degree at most \(N\) can therefore be expanded from the top down. The coefficient of \(u^N\) in \(P_N\) is \(c_N\), taken for spin \(N\). Subtracting \(P_N\) times the coefficient of \(u^N\) in \(p\), divided by \(c_N\), leaves a polynomial of degree below \(N\), to which the induction hypothesis applies. Lean expresses the bound on the degree by requiring all higher coefficients to vanish, which also covers the zero polynomial.

```lean
/-- A polynomial of degree below `N` is a combination of the spin polynomials with `S < N`. -/
theorem spin_expansion (N : ℕ) : ∀ p : ℝ[X], (∀ m, N ≤ m → p.coeff m = 0) →
    ∃ W : ℕ → ℝ, p = ∑ S ∈ Finset.range N, C (W S) * spinPoly S := by
  have low : ∀ k m : ℕ, k < m → ((X - C 1 : ℝ[X]) ^ k).coeff m = 0 := by
    intro k m hkm
    apply coeff_eq_zero_of_natDegree_lt
    rw [(monic_X_sub_C (1 : ℝ)).natDegree_pow, natDegree_X_sub_C, mul_one]
    exact hkm
  have top : ∀ k : ℕ, ((X - C 1 : ℝ[X]) ^ k).coeff k = 1 := by
    intro k
    have h := ((monic_X_sub_C (1 : ℝ)).pow k).coeff_natDegree
    rwa [(monic_X_sub_C (1 : ℝ)).natDegree_pow, natDegree_X_sub_C, mul_one] at h
  induction N with
  | zero => exact fun p hp => ⟨0, by ext m; simpa using hp m (Nat.zero_le m)⟩
  | succ N ih =>
    intro p hp
    have hN := legendreCoeff_ne_zero N N le_rfl
    -- remove the highest spin component
    obtain ⟨W, hW⟩ := ih (p - C (p.coeff N / legendreCoeff N N) * spinPoly N) (by
      intro m hm
      rw [coeff_sub, coeff_C_mul, spinPoly, finsetSum_coeff]
      simp only [coeff_C_mul]
      rcases Nat.eq_or_lt_of_le hm with rfl | hlt
      · rw [Finset.sum_range_succ, top, Finset.sum_eq_zero, zero_add, mul_one,
          div_mul_cancel₀ _ hN, sub_self]
        intro k hk
        rw [low k _ (Finset.mem_range.mp hk), mul_zero]
      · rw [hp m hlt, Finset.sum_eq_zero, mul_zero, sub_zero]
        intro k hk
        have hk' := Finset.mem_range.mp hk
        rw [low k m (by omega), mul_zero])
    refine ⟨fun S => if S = N then p.coeff N / legendreCoeff N N else W S, ?_⟩
    rw [Finset.sum_range_succ]
    beta_reduce
    rw [if_pos rfl, ← sub_eq_iff_eq_add, hW]
    refine Finset.sum_congr rfl fun S hS => ?_
    rw [if_neg (Finset.mem_range.mp hS).ne]
```

Each pair contributes a factor of degree at most one, so the generating polynomial of \(N\) pairs has degree at most \(N\). It expands in \(P_0,\dots,P_N\), in agreement with the largest total spin that \(N\) pairs can form. With `spinPoly` as the family \(P_S\), both hypotheses of `spin_moments` are then satisfied.

```lean
/-- The generating polynomial of `N` pairs always has an expansion `∑ W_S P_S` with `S ≤ N`. -/
theorem exists_spin_weights {ι : Type*} (s : Finset ι) (w : ι → ℝ) :
    ∃ W : ℕ → ℝ, pairPolynomial s w =
      ∑ S ∈ Finset.range (s.card + 1), C (W S) * spinPoly S := by
  apply spin_expansion
  intro m hm
  apply coeff_eq_zero_of_natDegree_lt
  have h1 : (pairPolynomial s w).natDegree ≤
      ∑ i ∈ s, (C (1 - w i) + C (w i) * X).natDegree := natDegree_prod_le s _
  have h2 : ∑ i ∈ s, (C (1 - w i) + C (w i) * X).natDegree ≤ ∑ _i ∈ s, 1 :=
    Finset.sum_le_sum fun i _ => by compute_degree
  rw [Finset.sum_const, smul_eq_mul, mul_one] at h2
  omega

end

end UHFSpinMoments
```

The weights \(W_S\) obtained here are real coefficients; their positivity and uniqueness are not among the statements. The model covers a single determinant with equal numbers of α and β electrons. Unequal numbers would require other rotation functions in place of the Legendre polynomials.

```lean
#print axioms UHFSpinMoments.spinPolynomial_derivatives
-- 'UHFSpinMoments.spinPolynomial_derivatives' depends on axioms: [propext, Classical.choice, Quot.sound]
#print axioms UHFSpinMoments.spin_moments
-- 'UHFSpinMoments.spin_moments' depends on axioms: [propext, Classical.choice, Quot.sound]
#print axioms UHFSpinMoments.spinPoly_isSpinPolynomial
-- 'UHFSpinMoments.spinPoly_isSpinPolynomial' depends on axioms: [propext, Classical.choice, Quot.sound]
#print axioms UHFSpinMoments.exists_spin_weights
-- 'UHFSpinMoments.exists_spin_weights' depends on axioms: [propext, Classical.choice, Quot.sound]
```
